# For noncolliding Calogero particles in a harmonic trap, Σ xᵢ² is a constant plus a sinusoid of angular frequency 2w

Put two particles of unit mass at r/2 and −r/2 in a harmonic trap of angular frequency w, with the repulsive potential g/r² between them, so that r'' = −w² r + 4g/r³. The quantity e = ½ r'² + ½ w² r² + 2g/r² is then constant, which gives

(r²)'' = 2 r'² + 2 r r'' = 4e − 4w² r²,

so r² either rests at e/w² or oscillates about it at angular frequency 2w, whatever the coupling g; the file below proves the corresponding statement about Σ xᵢ² for any finite number of particles that never collide.

In Lean 4 with Mathlib:

```lean
import Mathlib

open Finset

namespace CalogeroBreathing

noncomputable section

variable {ι : Type*} [Fintype ι] [DecidableEq ι]

/-- Calogero force on particle `i`: a harmonic trap plus inverse-cube pair forces,
for pairwise distinct positions. -/
def force (g w : ℝ) (x : ι → ℝ) (i : ι) : ℝ :=
  -w ^ 2 * x i + ∑ j ∈ univ.erase i, 2 * g / (x i - x j) ^ 3

/-- Total energy at unit mass, for pairwise distinct positions; the factor `1/2` on the
double sum counts each pair once. -/
def energy (g w : ℝ) (x v : ι → ℝ) : ℝ :=
  (∑ i, (v i ^ 2 + w ^ 2 * x i ^ 2)) / 2 +
    (∑ i, ∑ j ∈ univ.erase i, g / (x i - x j) ^ 2) / 2

/-- The moment of inertia `I = ∑ xᵢ²`. -/
def inertia (x : ι → ℝ) : ℝ := ∑ i, x i ^ 2

/-- The dilation generator `D = ∑ xᵢ vᵢ`. -/
def dilation (x v : ι → ℝ) : ℝ := ∑ i, x i * v i

/-- Noncolliding trajectories `x` with velocities `v` that solve the Calogero equations
for all times. -/
structure IsMotion (g w : ℝ) (x v : ℝ → ι → ℝ) : Prop where
  noncolliding : ∀ t, Function.Injective (x t)
  velocity : ∀ t i, HasDerivAt (fun s => x s i) (v t i) t
  newton : ∀ t i, HasDerivAt (fun s => v s i) (force g w (x t) i) t

/-- The derivative of the square of a real function. -/
private theorem hasDerivAt_sq {f : ℝ → ℝ} {f' t : ℝ} (hf : HasDerivAt f f' t) :
    HasDerivAt (fun s => f s ^ 2) (2 * f t * f') t := by
  simpa using hf.fun_pow 2

/-- The inverse-cube pair force is antisymmetric. -/
private theorem pair_antisymm (g a b : ℝ) :
    2 * g / (b - a) ^ 3 = -(2 * g / (a - b) ^ 3) := by
  rw [show (b - a) ^ 3 = -(a - b) ^ 3 by ring, div_neg]

/-- For pair forces obeying Newton's third law, the sum of `yᵢ` times the force on `i`
depends only on the differences `yᵢ - yⱼ`. -/
theorem sum_mul_pair_forces (f : ι → ι → ℝ) (hf : ∀ i j, f j i = -f i j) (y : ι → ℝ) :
    ∑ i, y i * ∑ j ∈ univ.erase i, f i j =
      (∑ i, ∑ j ∈ univ.erase i, (y i - y j) * f i j) / 2 := by
  have h1 : ∀ i, ∑ j ∈ univ.erase i, f i j = ∑ j, f i j := fun i =>
    Finset.sum_erase _ (by linarith [hf i i])
  have h2 : ∀ i, ∑ j ∈ univ.erase i, (y i - y j) * f i j = ∑ j, (y i - y j) * f i j :=
    fun i => Finset.sum_erase _ (by simp)
  -- exchange the names of the two particles
  have hs : ∑ i, ∑ j, y j * f i j = -∑ i, ∑ j, y i * f i j := by
    calc ∑ i, ∑ j, y j * f i j = ∑ i, ∑ j, y i * f j i := Finset.sum_comm
      _ = ∑ i, ∑ j, -(y i * f i j) := by
        refine Finset.sum_congr rfl fun i _ => Finset.sum_congr rfl fun j _ => ?_
        rw [hf i j]
        ring
      _ = _ := by simp only [Finset.sum_neg_distrib]
  simp only [h1, h2]
  simp only [sub_mul, Finset.sum_sub_distrib, Finset.mul_sum]
  rw [hs]
  ring

/-- The energy of a Calogero motion is conserved. -/
theorem energy_conserved {g w : ℝ} {x v : ℝ → ι → ℝ} (h : IsMotion g w x v) (t : ℝ) :
    energy g w (x t) (v t) = energy g w (x 0) (v 0) := by
  have hd : ∀ t, HasDerivAt (fun s => energy g w (x s) (v s)) 0 t := by
    intro t
    have hk : HasDerivAt (fun s => ∑ i, (v s i ^ 2 + w ^ 2 * x s i ^ 2))
        (∑ i, (2 * v t i * force g w (x t) i + w ^ 2 * (2 * x t i * v t i))) t :=
      HasDerivAt.fun_sum fun i _ => (hasDerivAt_sq (h.newton t i)).fun_add
        ((hasDerivAt_sq (h.velocity t i)).const_mul (w ^ 2))
    -- the pair potential is differentiable because particles do not collide
    have hpair : ∀ i j, i ≠ j → HasDerivAt (fun s => g / (x s i - x s j) ^ 2)
        (-((v t i - v t j) * (2 * g / (x t i - x t j) ^ 3))) t := by
      intro i j hij
      have hne : x t i - x t j ≠ 0 := sub_ne_zero.mpr fun e => hij (h.noncolliding t e)
      refine ((hasDerivAt_const t g).fun_div (hasDerivAt_sq
        ((h.velocity t i).fun_sub (h.velocity t j))) (pow_ne_zero 2 hne)).congr_deriv ?_
      simp only [zero_mul, zero_sub]
      field_simp
    have hp : HasDerivAt (fun s => ∑ i, ∑ j ∈ univ.erase i, g / (x s i - x s j) ^ 2)
        (∑ i, ∑ j ∈ univ.erase i,
          -((v t i - v t j) * (2 * g / (x t i - x t j) ^ 3))) t :=
      HasDerivAt.fun_sum fun i _ => HasDerivAt.fun_sum fun j hj =>
        hpair i j (Finset.ne_of_mem_erase hj).symm
    have hk' : ∑ i, (2 * v t i * force g w (x t) i + w ^ 2 * (2 * x t i * v t i)) =
        2 * ∑ i, v t i * ∑ j ∈ univ.erase i, 2 * g / (x t i - x t j) ^ 3 := by
      rw [Finset.mul_sum]
      refine Finset.sum_congr rfl fun i _ => ?_
      unfold force
      ring
    have hwork := sum_mul_pair_forces (fun i j => 2 * g / (x t i - x t j) ^ 3)
      (fun i j => pair_antisymm g (x t i) (x t j)) (v t)
    unfold energy
    refine ((hk.div_const 2).fun_add (hp.div_const 2)).congr_deriv ?_
    rw [hk']
    simp only [Finset.sum_neg_distrib]
    linarith
  exact is_const_of_deriv_eq_zero (fun s => (hd s).differentiableAt)
    (fun s => (hd s).deriv) t 0

/-- Along a Calogero motion, `I' = 2 D`. -/
theorem inertia_deriv {g w : ℝ} {x v : ℝ → ι → ℝ} (h : IsMotion g w x v) (t : ℝ) :
    HasDerivAt (fun s => inertia (x s)) (2 * dilation (x t) (v t)) t := by
  unfold inertia dilation
  refine (HasDerivAt.fun_sum fun i _ => hasDerivAt_sq (h.velocity t i)).congr_deriv ?_
  rw [Finset.mul_sum]
  exact Finset.sum_congr rfl fun i _ => by ring

/-- Virial identity: along a Calogero motion, `D' = 2 E - 2 w² I`. -/
theorem dilation_deriv {g w : ℝ} {x v : ℝ → ι → ℝ} (h : IsMotion g w x v) (t : ℝ) :
    HasDerivAt (fun s => dilation (x s) (v s))
      (2 * energy g w (x t) (v t) - 2 * w ^ 2 * inertia (x t)) t := by
  have hwork := sum_mul_pair_forces (fun i j => 2 * g / (x t i - x t j) ^ 3)
    (fun i j => pair_antisymm g (x t i) (x t j)) (x t)
  -- the inverse-square potential is homogeneous of degree -2
  have hV : ∑ i, ∑ j ∈ univ.erase i, (x t i - x t j) * (2 * g / (x t i - x t j) ^ 3) =
      2 * ∑ i, ∑ j ∈ univ.erase i, g / (x t i - x t j) ^ 2 := by
    rw [Finset.mul_sum]
    refine Finset.sum_congr rfl fun i _ => ?_
    rw [Finset.mul_sum]
    refine Finset.sum_congr rfl fun j hj => ?_
    have hne : x t i - x t j ≠ 0 :=
      sub_ne_zero.mpr fun e => Finset.ne_of_mem_erase hj (h.noncolliding t e).symm
    field_simp
  have hsum : ∑ i, (v t i * v t i + x t i * force g w (x t) i) =
      ∑ i, v t i ^ 2 - w ^ 2 * ∑ i, x t i ^ 2 +
        ∑ i, x t i * ∑ j ∈ univ.erase i, 2 * g / (x t i - x t j) ^ 3 := by
    rw [Finset.mul_sum, ← Finset.sum_sub_distrib, ← Finset.sum_add_distrib]
    refine Finset.sum_congr rfl fun i _ => ?_
    unfold force
    ring
  have hE : ∑ i, (v t i ^ 2 + w ^ 2 * x t i ^ 2) =
      ∑ i, v t i ^ 2 + w ^ 2 * ∑ i, x t i ^ 2 := by
    rw [Finset.sum_add_distrib, Finset.mul_sum]
  unfold dilation
  refine (HasDerivAt.fun_sum fun i _ =>
    (h.velocity t i).fun_mul (h.newton t i)).congr_deriv ?_
  rw [hsum]
  unfold energy inertia
  rw [hE]
  linarith

/-- If `u' = Ω p` and `p' = -Ω u` at all times, then `u t = u 0 * cos (Ω t) + p 0 * sin (Ω t)`. -/
theorem oscillator_solution {Ω : ℝ} {u p : ℝ → ℝ}
    (hu : ∀ t, HasDerivAt u (Ω * p t) t) (hp : ∀ t, HasDerivAt p (-(Ω * u t)) t) (t : ℝ) :
    u t = u 0 * Real.cos (Ω * t) + p 0 * Real.sin (Ω * t) := by
  have hl : ∀ t, HasDerivAt (fun s => Ω * s) Ω t := fun t => by
    simpa using (hasDerivAt_id' t).const_mul Ω
  -- undoing the rotation gives two constants of motion
  have hA : ∀ t, HasDerivAt
      (fun s => u s * Real.cos (Ω * s) - p s * Real.sin (Ω * s)) 0 t := fun t =>
    (((hu t).fun_mul (hl t).cos).fun_sub ((hp t).fun_mul (hl t).sin)).congr_deriv (by ring)
  have hB : ∀ t, HasDerivAt
      (fun s => u s * Real.sin (Ω * s) + p s * Real.cos (Ω * s)) 0 t := fun t =>
    (((hu t).fun_mul (hl t).sin).fun_add ((hp t).fun_mul (hl t).cos)).congr_deriv (by ring)
  have a0 := is_const_of_deriv_eq_zero (fun s => (hA s).differentiableAt)
    (fun s => (hA s).deriv) t 0
  have b0 := is_const_of_deriv_eq_zero (fun s => (hB s).differentiableAt)
    (fun s => (hB s).deriv) t 0
  simp only [mul_zero, Real.cos_zero, Real.sin_zero, mul_one, sub_zero, zero_add] at a0 b0
  linear_combination Real.cos (Ω * t) * a0 + Real.sin (Ω * t) * b0 -
    u t * Real.sin_sq_add_cos_sq (Ω * t)

/-- Breathing mode: for `w > 0` the moment of inertia of every Calogero motion is a constant
`E / w²` plus a sinusoid of angular frequency `2 w`, whose amplitude may be zero. -/
theorem breathing_mode {g w : ℝ} (hw : 0 < w) {x v : ℝ → ι → ℝ}
    (h : IsMotion g w x v) (t : ℝ) :
    inertia (x t) = energy g w (x 0) (v 0) / w ^ 2 +
      (inertia (x 0) - energy g w (x 0) (v 0) / w ^ 2) * Real.cos (2 * w * t) +
      dilation (x 0) (v 0) / w * Real.sin (2 * w * t) := by
  have hne : w ≠ 0 := hw.ne'
  have key := oscillator_solution (Ω := 2 * w)
    (u := fun s => inertia (x s) - energy g w (x 0) (v 0) / w ^ 2)
    (p := fun s => dilation (x s) (v s) / w)
    (fun s => ((inertia_deriv h s).sub_const _).congr_deriv (by field_simp))
    (fun s => ((dilation_deriv h s).div_const w).congr_deriv (by
      rw [energy_conserved h s]
      field_simp
      ring)) t
  linear_combination key

/-- For `w > 0` the moment of inertia of a Calogero motion stays constant exactly when initially
`w² I = E` and `D = 0`. -/
theorem inertia_constant_iff {g w : ℝ} (hw : 0 < w) {x v : ℝ → ι → ℝ}
    (h : IsMotion g w x v) :
    (∀ t, inertia (x t) = inertia (x 0)) ↔
      w ^ 2 * inertia (x 0) = energy g w (x 0) (v 0) ∧ dilation (x 0) (v 0) = 0 := by
  constructor
  · intro hc
    have hD : ∀ t, dilation (x t) (v t) = 0 := fun t => by
      have h0 : HasDerivAt (fun s => inertia (x s)) 0 t := by
        rw [show (fun s => inertia (x s)) = fun _ => inertia (x 0) from funext hc]
        exact hasDerivAt_const _ _
      linarith [(inertia_deriv h t).unique h0]
    have h1 : HasDerivAt (fun s => dilation (x s) (v s)) 0 0 := by
      rw [show (fun s => dilation (x s) (v s)) = fun _ => (0 : ℝ) from funext hD]
      exact hasDerivAt_const _ _
    exact ⟨by linarith [(dilation_deriv h 0).unique h1], hD 0⟩
  · rintro ⟨hE, hD⟩ t
    rw [breathing_mode hw h t, hD, ← hE, mul_div_cancel_left₀ _ (pow_ne_zero 2 hw.ne')]
    ring

end

end CalogeroBreathing
```

```lean
#print axioms CalogeroBreathing.breathing_mode
#print axioms CalogeroBreathing.inertia_constant_iff
```

```
'CalogeroBreathing.breathing_mode' depends on axioms: [propext, Classical.choice, Quot.sound]
'CalogeroBreathing.inertia_constant_iff' depends on axioms: [propext, Classical.choice, Quot.sound]
```

## Constants fixed by the initial data

Write I = Σᵢ xᵢ² for the moment of inertia, D = Σᵢ xᵢ vᵢ for the dilation generator and E for the total energy, where vᵢ is the velocity of particle i. The theorem `breathing_mode` says that, for w > 0 and every real time t,

I(t) = E/w² + (I(0) − E/w²) cos 2wt + (D(0)/w) sin 2wt.

This has the form C + a cos 2wt + b sin 2wt, with all three constants expressed through the positions and velocities at time zero. The coupling enters only through E: it shifts the mean and the amplitude, but not the frequency.

The amplitude can vanish. By `inertia_constant_iff`, I stays constant exactly when w² I(0) = E and D(0) = 0. This does not force the particles to stand still. Since I is measured from the trap centre, it contains the motion of the centre of mass as well as the relative motion, and for two particles these two contributions can oscillate in antiphase and cancel.

## The particles, the trap and the coupling

The finite type `ι` labels the particles. A configuration is a function `ι → ℝ`, and `x t i` is the position of particle i at time t. The definition `force` contains the trap force −w² xᵢ and the pair forces 2g/(xᵢ − xⱼ)³, summed over j ≠ i by means of `univ.erase i`. The constant g sets the strength of the inverse-square interaction, whose potential is g/(xᵢ − xⱼ)² per pair. In `energy` the double sum meets each pair twice, hence the factor 1/2:

E = ½ Σᵢ (vᵢ² + w² xᵢ²) + ½ Σᵢ Σ_{j≠i} g/(xᵢ − xⱼ)².

The structure `IsMotion` collects the hypotheses on a trajectory. At every time the positions are pairwise distinct (`noncolliding`), `v` is the derivative of `x` (`velocity`), and the derivative of `v` is the Calogero force (`newton`). The existence of such a motion is assumed and not derived from initial data.

The sign of g is left free, but the demand for all times is a real restriction. With w > 0 and g ≤ 0 two particles always meet at some time, so for them `breathing_mode` has content only in the repulsive case. A single particle has no pair force, and the formula reduces to the square of a harmonic oscillation.

The model is classical and one-dimensional, with equal masses, a perfectly harmonic trap and a purely inverse-square interaction. Within those limits the formula gives a molecular dynamics code a known signal to reproduce at any particle number. The quantum Calogero model has the same algebra of I, D and E, which there appears as ladders of levels spaced by 2ħw.

## Newton's third law leaves only differences

Let Fᵢⱼ = 2g/(xᵢ − xⱼ)³, so that Fⱼᵢ = −Fᵢⱼ, and let yᵢ be any numbers. Exchanging the names i and j gives

Σᵢ Σ_{j≠i} yᵢ Fᵢⱼ = Σᵢ Σ_{j≠i} yⱼ Fⱼᵢ = −Σᵢ Σ_{j≠i} yⱼ Fᵢⱼ.

The average of the first and last expressions is

Σᵢ yᵢ Σ_{j≠i} Fᵢⱼ = ½ Σᵢ Σ_{j≠i} (yᵢ − yⱼ) Fᵢⱼ.

This is `sum_mul_pair_forces`, stated for any antisymmetric `f`. Its proof first adds the diagonal terms, which are zero, so that both sums run over all labels and `Finset.sum_comm` can exchange them. The lemma is used twice, with y = v and with y = x.

## Energy conservation

The trap force cancels against the derivative of the trap energy, so the first part of E changes at the rate

Σᵢ vᵢ Σ_{j≠i} Fᵢⱼ = ½ Σᵢ Σ_{j≠i} (vᵢ − vⱼ) Fᵢⱼ.

For the pair potential, the chain rule gives

d/dt [g/(xᵢ − xⱼ)²] = −(vᵢ − vⱼ) · 2g/(xᵢ − xⱼ)³ = −(vᵢ − vⱼ) Fᵢⱼ.

With the factor ½ in front of the double sum, the two rates add to zero. In `energy_conserved` they are the facts `hk` and `hp`, and `hwork` is the third-law identity with y = v. Noncollision enters in `hpair`, where the denominator must be nonzero for the potential to be differentiable. A function on the real line with zero derivative everywhere is constant, which is `is_const_of_deriv_eq_zero`.

## The virial identity closes the system

Differentiating I gives I' = 2 Σᵢ xᵢ vᵢ = 2D, which is `inertia_deriv`. For D the product rule and the third-law identity with y = x give

D' = Σᵢ vᵢ² − w² I + ½ Σᵢ Σ_{j≠i} (xᵢ − xⱼ) · 2g/(xᵢ − xⱼ)³
 = Σᵢ vᵢ² − w² I + Σᵢ Σ_{j≠i} g/(xᵢ − xⱼ)².

Twice the energy is

2E = Σᵢ vᵢ² + w² I + Σᵢ Σ_{j≠i} g/(xᵢ − xⱼ)²,

and therefore

D' = 2E − 2w² I.

Here the inverse-square law matters: the virial of the pair forces is exactly twice the pair potential energy, so kinetic and interaction energy appear in D' in the same combination as in 2E. No other function of the positions is left over. In `dilation_deriv` this step is `hV`, while `hsum` and `hE` split the remaining sums.

## A rotation at 2w

Set u = I − E/w² and p = D/w. Because E is constant,

u' = 2D = 2w p,
p' = (2E − 2w² I)/w = −2w u.

With Ω = 2w, the pair (u, p) rotates at angular frequency Ω. To solve the equations, undo the rotation and consider

A = u cos Ωt − p sin Ωt,
B = u sin Ωt + p cos Ωt.

Their derivatives vanish:

A' = Ωp cos Ωt − Ωu sin Ωt + Ωu sin Ωt − Ωp cos Ωt = 0,
B' = Ωp sin Ωt + Ωu cos Ωt − Ωu cos Ωt − Ωp sin Ωt = 0.

Hence A = u(0) and B = p(0) at all times. Since cos² Ωt + sin² Ωt = 1,

u(t) = A cos Ωt + B sin Ωt = u(0) cos Ωt + p(0) sin Ωt.

This is `oscillator_solution`, where `hA` and `hB` are the two vanishing derivatives and the closing `linear_combination` recovers u from A and B. The theorem `breathing_mode` applies it to the u and p above and moves E/w² to the other side.

For `inertia_constant_iff`, suppose first that I is constant. Then I' = 2D vanishes at all times, so D' vanishes too, and the virial identity at time zero gives E = w² I(0). Conversely, if w² I(0) = E and D(0) = 0, both oscillating terms in the formula have coefficient zero.

## Motions that last only for a while

The hypotheses could have been placed on an open time interval containing 0, in place of the whole real line. The differential identities are local and would keep their form; the constancy arguments would use the version for intervals, and the formula would hold for times in that interval. Such a statement would also cover attractive particles up to their first collision. It would describe a piece of the sinusoid, however, and not an oscillation that persists for all times.
